# Symanzik scaling for the eigenvalues of one-dimensional anharmonic oscillators

A bound-state energy can be defined through a self-adjoint operator on \(L^2(\mathbb R)\) or through the stationary Schrödinger equation itself. Here it is defined through the equation. With \(\hbar\) and the mass set to one, a real number \(E\) is an eigenvalue for the real potential \(V\) if some twice continuously differentiable \(f:\mathbb R\to\mathbb C\), not identically zero and with \(\int|f|^2\,dx<\infty\), satisfies

\[ -\tfrac12 f''(x)+V(x)f(x)=E f(x)\qquad\text{for every }x . \]

This choice avoids operator domains, and the scaling argument becomes a change of variable in a differential equation. The potentials of interest are

\[ V(x)=\tfrac12 a x^2+g x^{2m}, \]

with real \(a\) and \(g\) and a natural number \(m\). For \(g>0\) the two definitions give the same energies, and the claim is that \(E\) is an eigenvalue for \((a,g)\) exactly when \(E g^{-1/(m+1)}\) is one for \((a g^{-2/(m+1)},1)\). The quartic oscillator is \(m=2\), with exponents \(-1/3\) and \(-2/3\).

## Stretching the coordinate

Let \(f\) be a bound state of \(V\) at energy \(E\), let \(s\neq0\) be real, and put \(\varphi(x)=f(sx)\). The chain rule gives \(\varphi'(x)=s f'(sx)\) and \(\varphi''(x)=s^2f''(sx)\). The Schrödinger equation for \(f\) at the point \(sx\), multiplied by \(s^2\), therefore reads

\[ -\tfrac12\varphi''(x)+s^2V(sx)\,\varphi(x)=s^2E\,\varphi(x). \]

The function \(\varphi\) is again twice continuously differentiable. If \(f(x_0)\neq0\), then \(\varphi(x_0/s)\neq0\). Its norm is finite because

\[ \int|\varphi(x)|^2dx=\frac1{|s|}\int|f(y)|^2dy , \]

so for normalised \(f\) the normalised dilated state is \(\sqrt{|s|}\,f(sx)\). Hence \(s^2E\) is an eigenvalue for \(s^2V(sx)\). Dilating by \(s^{-1}\) undoes the change, which gives the converse.

For the anharmonic potential,

\[ s^2V(sx)=\tfrac12(s^4a)x^2+(s^{2m+2}g)x^{2m}, \]

so the dilation sends \((a,g,E)\) to \((s^4a,\;s^{2m+2}g,\;s^2E)\).

## Removing one parameter

For \(g>0\), the choice \(s=g^{-1/(2(m+1))}\) makes the new coupling \(s^{2m+2}g=1\). Then \(s^2=g^{-1/(m+1)}\) and \(s^4=g^{-2/(m+1)}\), which is the claim.

If \(m=2\) and \(a=0\), inserting \(E=\varepsilon g^{1/3}\) shows that the eigenvalues of \(gx^4\) are those of \(x^4\) multiplied by \(g^{1/3}\).

For the quartic potential with \(a=-b<0\), one can fix the quadratic coefficient instead. With \(s=b^{-1/4}\) the triple \((-b,g,E)\) becomes \((-1,\;g b^{-3/2},\;E b^{-1/2})\).

As a numerical instance, take \(a=4\) and \(g=8\), so that \(V(x)=2x^2+8x^4\). Here \(s=8^{-1/6}=1/\sqrt2\), and

\[ s^2V(sx)=\tfrac12\left(2\cdot\tfrac{x^2}{2}+8\cdot\tfrac{x^4}{4}\right)=\tfrac12x^2+x^4 . \]

Every eigenvalue of \(2x^2+8x^4\) is thus twice an eigenvalue of \(\tfrac12x^2+x^4\), and conversely.

In a numerical study of this single-particle, one-dimensional model, the quartic levels for all \(g>0\) can be read from a one-parameter table at \(g=1\): look up the levels at \(a g^{-2/3}\) and multiply by \(g^{1/3}\). The relation also tests a diagonalisation code. If the basis functions are stretched along with the coordinate, the truncated matrices scale exactly, so agreement tests the matrix elements but says nothing about convergence. With a basis of fixed width, a discrepancy can also reveal truncation error.

## Eigenvalues and potentials in Lean

The file opens with Mathlib and a namespace.

```lean
import Mathlib

open MeasureTheory

namespace SymanzikScaling

noncomputable section
```

The predicate `IsEigenvalue V E` transcribes the definition above. `ContDiff ℝ 2 f` is the smoothness condition, `∃ x, f x ≠ 0` excludes the zero function, and `Integrable (fun x => ‖f x‖ ^ 2)` is square integrability. The wave function is complex, while the potential and the energy are real and are cast to complex numbers in the equation.

```lean
/-- `E` is an eigenvalue of `-(1/2) d²/dx² + V` on the line: the stationary Schrödinger equation
has a nonzero, square-integrable, twice continuously differentiable solution. -/
def IsEigenvalue (V : ℝ → ℝ) (E : ℝ) : Prop :=
  ∃ f : ℝ → ℂ, ContDiff ℝ 2 f ∧ (∃ x, f x ≠ 0) ∧ Integrable (fun x => ‖f x‖ ^ 2) ∧
    ∀ x, -(1 / 2) * deriv (deriv f) x + (V x : ℂ) * f x = (E : ℂ) * f x
```

The potential has three parameters. At \(m=0\) the last term is the constant \(g\), and at \(m=1\) it is quadratic; the scaling law remains valid in both cases, although neither potential is anharmonic.

```lean
/-- The anharmonic potential `a x² / 2 + g x^(2m)`; the quartic oscillator is `m = 2`. -/
def anharmonic (m : ℕ) (a g : ℝ) (x : ℝ) : ℝ := a * x ^ 2 / 2 + g * x ^ (2 * m)
```

The predicate records which energies occur, not their multiplicities, and no theorem below asserts that a general potential in the family has any eigenvalues. Symanzik's name is also attached to a unitary equivalence of Hamiltonians and to its use at complex coupling; the theorems here concern real parameters and the sets of real eigenvalues.

## Dilation of a bound state

The first lemma is the chain rule applied twice. `h1` computes the first derivative as a function, and the following rewrite differentiates it again. No smoothness hypothesis is needed, because Mathlib's `deriv` is zero where a function is not differentiable and the identity survives there.

```lean
/-- Under a dilation of the coordinate by `s` the second derivative of a wave function
picks up a factor `s²`. -/
theorem second_deriv_dilation (f : ℝ → ℂ) (s x : ℝ) :
    deriv (deriv (fun y => f (s * y))) x = (s : ℂ) ^ 2 * deriv (deriv f) (s * x) := by
  have h1 : deriv (fun y => f (s * y)) = fun y => (s : ℂ) * deriv f (s * y) := by
    funext y
    rw [deriv_comp_mul_left s f y, Complex.real_smul]
  rw [h1, deriv_const_mul_field, deriv_comp_mul_left s (deriv f) x, Complex.real_smul]
  ring
```

The next theorem supplies \(f(sx)\) as the new bound state. The point `x₀ / s` shows that it is nonzero, and `hi.comp_mul_left' hs` carries integrability through the change of variable. In the last step, `linear_combination (s : ℂ) ^ 2 * h` is the instruction to multiply the equation at \(sx\) by \(s^2\).

```lean
/-- If `s ≠ 0` and `E` is an eigenvalue for the potential `V(x)`, then `s² E` is an eigenvalue for
the potential `s² V(s x)`. -/
theorem IsEigenvalue.dilate {V : ℝ → ℝ} {E s : ℝ} (hs : s ≠ 0) (h : IsEigenvalue V E) :
    IsEigenvalue (fun x => s ^ 2 * V (s * x)) (s ^ 2 * E) := by
  obtain ⟨f, hf, ⟨x₀, hx₀⟩, hi, he⟩ := h
  refine ⟨fun x => f (s * x), hf.comp (contDiff_const.mul contDiff_id), ⟨x₀ / s, ?_⟩,
    hi.comp_mul_left' hs, fun x => ?_⟩
  · have hx : s * (x₀ / s) = x₀ := by field_simp
    show f (s * (x₀ / s)) ≠ 0
    rw [hx]
    exact hx₀
  · -- the equation at the point `s x`, multiplied by `s²`
    show -(1 / 2) * deriv (deriv (fun y => f (s * y))) x
      + ((s ^ 2 * V (s * x) : ℝ) : ℂ) * f (s * x) = ((s ^ 2 * E : ℝ) : ℂ) * f (s * x)
    rw [second_deriv_dilation]
    have h := he (s * x)
    push_cast
    linear_combination (s : ℂ) ^ 2 * h
```

For the equivalence, the converse applies the same theorem with `s⁻¹`. The identities `hV` and `hE` confirm that the original potential and energy return.

```lean
/-- For `s ≠ 0`, `E` is an eigenvalue for `V(x)` exactly when `s² E` is one for `s² V(s x)`. -/
theorem isEigenvalue_dilate_iff (V : ℝ → ℝ) (E : ℝ) {s : ℝ} (hs : s ≠ 0) :
    IsEigenvalue V E ↔ IsEigenvalue (fun x => s ^ 2 * V (s * x)) (s ^ 2 * E) := by
  refine ⟨fun h => h.dilate hs, fun h => ?_⟩
  -- undo the dilation with the inverse factor
  have h' : IsEigenvalue (fun x => s⁻¹ ^ 2 * (s ^ 2 * V (s * (s⁻¹ * x))))
      (s⁻¹ ^ 2 * (s ^ 2 * E)) := h.dilate (inv_ne_zero hs)
  have hV : (fun x => s⁻¹ ^ 2 * (s ^ 2 * V (s * (s⁻¹ * x)))) = V := by
    funext x
    rw [mul_inv_cancel_left₀ hs]
    field_simp
  have hE : s⁻¹ ^ 2 * (s ^ 2 * E) = E := by field_simp
  rwa [hV, hE] at h'
```

Specialising to the anharmonic family requires only the polynomial identity for \(s^2V(sx)\), proved as `hV`.

```lean
/-- For `s ≠ 0`, `E` is an eigenvalue for the anharmonic potential with parameters `(a, g)` exactly
when `s² E` is one for the parameters `(s⁴ a, s^(2m+2) g)`, with the same `m`. -/
theorem anharmonic_dilate_iff (m : ℕ) (a g E : ℝ) {s : ℝ} (hs : s ≠ 0) :
    IsEigenvalue (anharmonic m a g) E ↔
      IsEigenvalue (anharmonic m (s ^ 4 * a) (s ^ (2 * m + 2) * g)) (s ^ 2 * E) := by
  have hV : (fun x => s ^ 2 * anharmonic m a g (s * x))
      = anharmonic m (s ^ 4 * a) (s ^ (2 * m + 2) * g) := by
    funext x
    simp only [anharmonic, mul_pow]
    ring
  rw [isEigenvalue_dilate_iff _ E hs, hV]
```

## The scaling laws

In the general law, the exponents are real and `g ^ r` is a real power, for which \(g>0\) provides the usual rules. The auxiliary statement `key` says that the \(k\)-th power of \(s=g^{-1/(2(m+1))}\) is \(g^r\) whenever the exponents match. It is used for \(k=2\), \(4\) and \(2m+2\), which give the factors of the energy, the quadratic coefficient and the coupling. The final rewrite turns \(g^{-1}g\) into 1.

```lean
/-- Symanzik scaling for the potential `a x² / 2 + g x^(2m)` with `g > 0`: `E` is an eigenvalue
for `(a, g)` exactly when `E g^(-1/(m+1))` is one for `(a g^(-2/(m+1)), 1)`. -/
theorem symanzik_scaling (m : ℕ) (a E : ℝ) {g : ℝ} (hg : 0 < g) :
    IsEigenvalue (anharmonic m a g) E ↔
      IsEigenvalue (anharmonic m (a * g ^ (-2 / ((m : ℝ) + 1))) 1)
        (E * g ^ (-1 / ((m : ℝ) + 1))) := by
  have hm : (m : ℝ) + 1 ≠ 0 := by positivity
  -- integer powers of the length scale `s = g^(-1/(2(m+1)))`
  have key : ∀ (k : ℕ) (r : ℝ), -1 / (2 * ((m : ℝ) + 1)) * (k : ℝ) = r →
      (g ^ (-1 / (2 * ((m : ℝ) + 1)))) ^ k = g ^ r := by
    intro k r h
    rw [← Real.rpow_natCast, ← Real.rpow_mul hg.le, h]
  have h2 := key 2 (-1 / ((m : ℝ) + 1)) (by push_cast; field_simp)
  have h4 := key 4 (-2 / ((m : ℝ) + 1)) (by push_cast; field_simp; ring)
  have h6 := key (2 * m + 2) (-1) (by push_cast; field_simp)
  rw [anharmonic_dilate_iff m a g E (Real.rpow_pos_of_pos hg (-1 / (2 * ((m : ℝ) + 1)))).ne',
    h2, h4, h6, Real.rpow_neg_one, inv_mul_cancel₀ hg.ne', mul_comm _ a, mul_comm _ E]
```

Setting \(m=2\) gives the quartic statement; the proof only evaluates the exponents.

```lean
/-- Symanzik scaling for the quartic oscillator `a x² / 2 + g x⁴` with `g > 0`: `E` is an
eigenvalue for `(a, g)` exactly when `E g^(-1/3)` is one for `(a g^(-2/3), 1)`. -/
theorem symanzik_scaling_quartic (a E : ℝ) {g : ℝ} (hg : 0 < g) :
    IsEigenvalue (anharmonic 2 a g) E ↔
      IsEigenvalue (anharmonic 2 (a * g ^ (-2 / 3 : ℝ)) 1) (E * g ^ (-1 / 3 : ℝ)) := by
  have h := symanzik_scaling 2 a E hg
  have e1 : -1 / (((2 : ℕ) : ℝ) + 1) = -1 / 3 := by norm_num
  have e2 : -2 / (((2 : ℕ) : ℝ) + 1) = -2 / 3 := by norm_num
  rwa [e1, e2] at h
```

For the pure quartic oscillator, the energy is written as \(\varepsilon g^{1/3}\), and the powers \(g^{1/3}g^{-1/3}\) cancel.

```lean
/-- For `g > 0`, the eigenvalues of the pure quartic oscillator `g x⁴` are those of `x⁴` multiplied
by `g^(1/3)`. -/
theorem pure_quartic_levels (ε : ℝ) {g : ℝ} (hg : 0 < g) :
    IsEigenvalue (anharmonic 2 0 g) (ε * g ^ (1 / 3 : ℝ)) ↔
      IsEigenvalue (anharmonic 2 0 1) ε := by
  have h := symanzik_scaling_quartic 0 (ε * g ^ (1 / 3 : ℝ)) hg
  have e : (1 / 3 : ℝ) + -1 / 3 = 0 := by norm_num
  rwa [zero_mul, mul_assoc, ← Real.rpow_add hg, e, Real.rpow_zero, mul_one] at h
```

The law for a negative quadratic coefficient follows the same pattern with \(s=b^{-1/4}\). Its hypothesis is \(b>0\), and \(g\) may be any real number. The potential is a double well only for \(g>0\). For \(g<0\) it is unbounded below, and square-integrable solutions of the differential equation no longer single out the levels of one self-adjoint Hamiltonian.

```lean
/-- For `b > 0`, `E` is an eigenvalue for the potential `-b x² / 2 + g x⁴` exactly when
`E b^(-1/2)` is one for `-x² / 2 + g b^(-3/2) x⁴`. -/
theorem double_well_scaling (g E : ℝ) {b : ℝ} (hb : 0 < b) :
    IsEigenvalue (anharmonic 2 (-b) g) E ↔
      IsEigenvalue (anharmonic 2 (-1) (g * b ^ (-3 / 2 : ℝ))) (E * b ^ (-1 / 2 : ℝ)) := by
  -- integer powers of the length scale `s = b^(-1/4)`
  have key : ∀ (k : ℕ) (r : ℝ), (-1 / 4 : ℝ) * (k : ℝ) = r →
      (b ^ (-1 / 4 : ℝ)) ^ k = b ^ r := by
    intro k r h
    rw [← Real.rpow_natCast, ← Real.rpow_mul hb.le, h]
  have h2 := key 2 (-1 / 2) (by norm_num)
  have h4 := key 4 (-1) (by norm_num)
  have h6 := key (2 * 2 + 2) (-3 / 2) (by norm_num)
  rw [anharmonic_dilate_iff 2 (-b) g E (Real.rpow_pos_of_pos hb (-1 / 4)).ne',
    h2, h4, h6, Real.rpow_neg_one, mul_neg, inv_mul_cancel₀ hb.ne', mul_comm _ g, mul_comm _ E]
```

## A sextic double well with a level at zero

An equivalence between eigenvalue statements would hold even if neither side were ever true. The potential \(-\tfrac32x^2+\tfrac12x^6\), which is the case \(m=3\), \(a=-3\), \(g=\tfrac12\), supplies an anharmonic example with an explicit bound state. For \(\psi(x)=e^{-x^4/4}\),

\[ \psi'=-x^3\psi,\qquad \psi''=(x^6-3x^2)\psi, \]

and hence

\[ -\tfrac12\psi''+\left(-\tfrac32x^2+\tfrac12x^6\right)\psi=0 . \]

The energy is zero. Square integrability follows from \((x^2-1)^2\ge0\), which rearranges to \(-x^4/2\le\tfrac12-x^2\), so that

\[ |\psi(x)|^2=e^{-x^4/2}\le e^{1/2}e^{-x^2}. \]

In the proof, `r1` and `r2` are the two derivatives and `hc` is the smoothness of \(\psi\). The comparison with the Gaussian is made by `mono'`, and `nlinarith` receives the square \((x^2-1)^2\) as its hint. The last block inserts the derivatives into the Schrödinger equation, where `ring` verifies the cancellation.

```lean
/-- The sextic potential `-3 x² / 2 + x⁶ / 2` has the eigenvalue zero. -/
theorem sextic_witness : IsEigenvalue (anharmonic 3 (-3) (1 / 2)) 0 := by
  -- the wave function is `exp(-x⁴/4)`
  have r1 : ∀ x : ℝ, HasDerivAt (fun y : ℝ => Real.exp (-y ^ 4 / 4))
      (-x ^ 3 * Real.exp (-x ^ 4 / 4)) x := by
    intro x
    refine (((hasDerivAt_pow 4 x).fun_neg).div_const 4).exp.congr_deriv ?_
    push_cast
    ring
  have r2 : ∀ x : ℝ, HasDerivAt (fun y : ℝ => -y ^ 3 * Real.exp (-y ^ 4 / 4))
      ((x ^ 6 - 3 * x ^ 2) * Real.exp (-x ^ 4 / 4)) x := by
    intro x
    refine (((hasDerivAt_pow 3 x).fun_neg).fun_mul (r1 x)).congr_deriv ?_
    push_cast
    ring
  have hc : ContDiff ℝ 2 (fun x : ℝ => ((Real.exp (-x ^ 4 / 4) : ℝ) : ℂ)) :=
    Complex.ofRealCLM.contDiff.comp
      (by fun_prop : ContDiff ℝ 2 (fun x : ℝ => Real.exp (-x ^ 4 / 4)))
  refine ⟨fun x => ((Real.exp (-x ^ 4 / 4) : ℝ) : ℂ), hc,
    ⟨0, Complex.ofReal_ne_zero.mpr (Real.exp_pos _).ne'⟩, ?_, fun x => ?_⟩
  · -- the density is dominated by a Gaussian
    refine ((integrable_exp_neg_mul_sq one_pos).const_mul (Real.exp (1 / 2))).mono'
      (hc.continuous.norm.pow 2).aestronglyMeasurable (ae_of_all _ fun x => ?_)
    show ‖‖((Real.exp (-x ^ 4 / 4) : ℝ) : ℂ)‖ ^ 2‖ ≤ Real.exp (1 / 2) * Real.exp (-1 * x ^ 2)
    rw [norm_pow, norm_norm, Complex.norm_real, Real.norm_of_nonneg (Real.exp_pos _).le,
      sq (Real.exp _), ← Real.exp_add, ← Real.exp_add]
    apply Real.exp_le_exp.mpr
    nlinarith [sq_nonneg (x ^ 2 - 1)]
  · have d1 : deriv (fun y : ℝ => ((Real.exp (-y ^ 4 / 4) : ℝ) : ℂ))
        = fun y : ℝ => ((-y ^ 3 * Real.exp (-y ^ 4 / 4) : ℝ) : ℂ) :=
      funext fun y => (r1 y).ofReal_comp.deriv
    rw [d1, (r2 x).ofReal_comp.deriv]
    simp only [anharmonic]
    push_cast
    ring

end

end SymanzikScaling
```

```lean
#print axioms SymanzikScaling.symanzik_scaling_quartic
#print axioms SymanzikScaling.pure_quartic_levels
#print axioms SymanzikScaling.double_well_scaling
```

```
'SymanzikScaling.symanzik_scaling_quartic' depends on axioms: [propext, Classical.choice, Quot.sound]
'SymanzikScaling.pure_quartic_levels' depends on axioms: [propext, Classical.choice, Quot.sound]
'SymanzikScaling.double_well_scaling' depends on axioms: [propext, Classical.choice, Quot.sound]
```
